# Chisholm's trace identity for odd products of slashed vectors

In four-dimensional spacetime, with \(N\times N\) Dirac matrices \(\gamma^0,\dots,\gamma^3\), take \(S=\gamma^0\gamma^1\gamma^2\). Three exchanges of neighbours turn it into the reversed product \(R=\gamma^2\gamma^1\gamma^0\), so \(R=-S\). Every trace \(\mathrm{Tr}(\gamma_m S)\) vanishes: it reduces to a trace of two or four different gammas, which changes sign when the first is anticommuted to the end, though cyclicity says it must not. For \(S=\gamma^1\), by contrast, \(R=S\) and \(\sum_m\mathrm{Tr}(\gamma_m S)\gamma^m=N\gamma^1\). For any product \(S\) of an odd number of slashed vectors, the sum is \(N\) times the part of \(S\) that survives reversal; the part that changes sign drops out.

Such sums arise in tree-level QED when a photon index joins the traces of two fermion lines.

## Matrices, vectors and the volume element

`g m` is \(\gamma^m\), with \(m=0,\dots,3\), and \(N\) is `Fintype.card n`.

```lean
import Mathlib

open Matrix

namespace ChisholmTrace

noncomputable section

variable {n : Type*} [Fintype n] [DecidableEq n]
```

The metric signs are \(\eta_m\), and \(\gamma_m=\eta_m\gamma^m\).

```lean
/-- The diagonal entries (+,-,-,-) of the Minkowski metric. -/
def eta (m : Fin 4) : ℂ := if m = 0 then 1 else -1
```

The Clifford relation is all that is assumed of the matrices; hermiticity is not needed.

```lean
/-- The Clifford relation: the anticommutator of two gamma matrices is twice the metric. -/
def IsClifford (g : Fin 4 → Matrix n n ℂ) : Prop :=
  ∀ m k, g m * g k + g k * g m = (if m = k then 2 * eta m else 0) • (1 : Matrix n n ℂ)
```

A slashed vector is \(\not a=\sum_m a_m\gamma^m\), with covariant, possibly complex components.

```lean
/-- The slashed vector with covariant components `a m`. -/
def slash (g : Fin 4 → Matrix n n ℂ) (a : Fin 4 → ℂ) : Matrix n n ℂ := ∑ m, a m • g m
```

`vol` is \(\omega=\gamma^0\gamma^1\gamma^2\gamma^3\); the usual \(\gamma^5\) is \(i\omega\).

```lean
/-- The product of the four gamma matrices in their natural order. -/
def vol (g : Fin 4 → Matrix n n ℂ) : Matrix n n ℂ := g 0 * g 1 * g 2 * g 3
```

`vectorAxial` is the linear space of pairs \((\not a+\omega\not b,\ \not a-\omega\not b)\).

```lean
/-- The pairs (S, R) in which S is a vector part plus an axial part, and R has the same vector
part and the opposite axial part. -/
def vectorAxial (g : Fin 4 → Matrix n n ℂ) : Submodule ℂ (Matrix n n ℂ × Matrix n n ℂ) where
  carrier := {p | ∃ a b, p.1 = slash g a + vol g * slash g b ∧
    p.2 = slash g a - vol g * slash g b}
  zero_mem' := ⟨0, 0, by simp [slash], by simp [slash]⟩
  add_mem' := by
    rintro p q ⟨a, b, h1, h2⟩ ⟨c, d, h3, h4⟩
    refine ⟨a + c, b + d, ?_, ?_⟩ <;>
      simp only [Prod.fst_add, Prod.snd_add, h1, h2, h3, h4, slash, Pi.add_apply, add_smul,
        Finset.sum_add_distrib, mul_add] <;> abel
  smul_mem' := by
    rintro c p ⟨a, b, h1, h2⟩
    refine ⟨c • a, c • b, ?_, ?_⟩ <;>
      simp only [Prod.smul_fst, Prod.smul_snd, h1, h2, slash, Pi.smul_apply, smul_eq_mul,
        mul_smul, ← Finset.smul_sum, mul_smul_comm, smul_add, smul_sub]
```

## (a) The square of a gamma matrix

Show that \((\gamma^m)^2=\eta_m 1\).

Set both indices of the Clifford relation to \(m\), which gives \(2(\gamma^m)^2=2\eta_m 1\), and halve.

```lean
/-- Each gamma matrix squares to its metric sign. -/
theorem IsClifford.sq {g : Fin 4 → Matrix n n ℂ} (hg : IsClifford g) (m : Fin 4) :
    g m * g m = eta m • (1 : Matrix n n ℂ) := by
  have h := hg m m
  rw [if_pos rfl] at h
  linear_combination (norm := module) (1 / 2 : ℂ) • h
```

## (b) Exchange of two different gammas

Show that \(\gamma^m\gamma^k=-\gamma^k\gamma^m\) for \(m\ne k\).

The right-hand side of the Clifford relation is then zero.

```lean
/-- Two different gamma matrices anticommute. -/
theorem IsClifford.swap {g : Fin 4 → Matrix n n ℂ} (hg : IsClifford g) {m k : Fin 4}
    (h : m ≠ k) : g m * g k = -(g k * g m) :=
  eq_neg_of_add_eq_zero_left (by simpa [h] using hg m k)
```

## (c) Rules for the volume element

Show that \(\gamma^m\omega=-\omega\gamma^m\), that \(\omega^2=-1\), and that for \(i<j<k\) there are \(c\) and \(l\) with \(\gamma^i\gamma^j\gamma^k=c\,\omega\gamma^l\).

Moving \(\gamma^m\) through \(\omega\) passes three different gammas and \(\gamma^m\) itself, hence one minus sign. Six exchanges reverse \(\omega\) without changing its sign, so
\[\omega^2=\gamma^0\gamma^1\gamma^2\gamma^3\,\gamma^3\gamma^2\gamma^1\gamma^0=\eta_0\eta_1\eta_2\eta_3=-1.\]
Multiplying \(\omega\) by the missing gamma gives
\[\gamma^0\gamma^1\gamma^2=-\omega\gamma^3,\quad \gamma^0\gamma^1\gamma^3=\omega\gamma^2,\quad \gamma^0\gamma^2\gamma^3=-\omega\gamma^1,\quad \gamma^1\gamma^2\gamma^3=-\omega\gamma^0.\]
In Lean, `simp` sorts each word with the exchange rules `a`, `a'` and the squares.

```lean
/-- The product of all four gamma matrices anticommutes with each of them and squares to -1, and
a product of three different ones in increasing order is a multiple of it times a gamma matrix. -/
theorem IsClifford.vol_rules {g : Fin 4 → Matrix n n ℂ} (hg : IsClifford g) :
    (∀ m, g m * vol g = -(vol g * g m)) ∧ vol g * vol g = -1 ∧
    ∀ i j k, i < j → j < k → ∃ (c : ℂ) (l : Fin 4), g i * g j * g k = c • (vol g * g l) := by
  -- rules that sort any word in the gamma matrices
  have a : ∀ m k, k < m → g m * g k = -(g k * g m) := fun m k h => hg.swap h.ne'
  have a' : ∀ m k x, k < m → g m * (g k * x) = -(g k * (g m * x)) := fun m k x h => by
    rw [← mul_assoc, a m k h, neg_mul, mul_assoc]
  have q' : ∀ m x, g m * (g m * x) = eta m • x := fun m x => by
    rw [← mul_assoc, hg.sq, smul_mul_assoc, one_mul]
  refine ⟨fun m => ?_, ?_, fun i j k hij hjk => ?_⟩
  · obtain rfl | rfl | rfl | rfl :=
      (by decide : ∀ m : Fin 4, m = 0 ∨ m = 1 ∨ m = 2 ∨ m = 3) m <;>
      simp [vol, mul_assoc, a, a', hg.sq, q', eta]
  · simp [vol, mul_assoc, a', hg.sq, eta]
  · obtain ⟨rfl, rfl, rfl⟩ | ⟨rfl, rfl, rfl⟩ | ⟨rfl, rfl, rfl⟩ | ⟨rfl, rfl, rfl⟩ :=
      (by decide : ∀ i j k : Fin 4, i < j → j < k → (i = 0 ∧ j = 1 ∧ k = 2) ∨
        (i = 0 ∧ j = 1 ∧ k = 3) ∨ (i = 0 ∧ j = 2 ∧ k = 3) ∨ (i = 1 ∧ j = 2 ∧ k = 3))
        i j k hij hjk
    · exact ⟨-1, 3, by simp [vol, mul_assoc, hg.sq, eta]⟩
    · exact ⟨1, 2, by simp [vol, mul_assoc, a, q', eta]⟩
    · exact ⟨-1, 1, by simp [vol, mul_assoc, a, a', q', eta]⟩
    · exact ⟨-1, 0, by simp [vol, mul_assoc, a, a', hg.sq, q', eta]⟩
```

## (d) Three slashed vectors

For vectors \(p,q,a\), find \(c,d\) with
\[\not p\not q\not a=\not c+\omega\not d,\qquad \not a\not q\not p=\not c-\omega\not d.\]

By linearity (`lin`) it is enough to treat \(\gamma^i\gamma^j\gamma^k\). Exchanging different neighbours changes the sign of the product and of its reversal alike (`s1`, `s2`), so the indices may be put in order. If two are equal, both products reduce to the same multiple of one gamma (`e1`). If all differ, (c) gives a multiple of \(\omega\gamma^l\), and reversal takes three exchanges, hence a minus sign (`srt`).

```lean
/-- A product of three slashed vectors is a vector part plus an axial part, and reversing the
product changes the sign of the axial part only. -/
theorem slash_triple {g : Fin 4 → Matrix n n ℂ} (hg : IsClifford g) (p q a : Fin 4 → ℂ) :
    (slash g p * (slash g q * slash g a), slash g a * slash g q * slash g p)
      ∈ vectorAxial g := by
  have vec : ∀ k, (g k, g k) ∈ vectorAxial g := fun k =>
    ⟨Pi.single k 1, 0, by simp [slash, Pi.single_apply], by simp [slash, Pi.single_apply]⟩
  have ax : ∀ k, (vol g * g k, -(vol g * g k)) ∈ vectorAxial g := fun k =>
    ⟨0, Pi.single k 1, by simp [slash, Pi.single_apply], by simp [slash, Pi.single_apply]⟩
  let T : Fin 4 → Fin 4 → Fin 4 → Prop := fun i j k =>
    (g i * g j * g k, g k * g j * g i) ∈ vectorAxial g
  -- neighbouring gamma matrices may be exchanged
  have s1 : ∀ i j k, T i j k → T j i k := fun i j k h => by
    by_cases hij : i = j
    · subst hij; exact h
    have e := hg.swap (Ne.symm hij)
    have h' := (vectorAxial g).neg_mem h
    convert h' using 1
    exact Prod.ext (by simp [e]) (by simp [mul_assoc, e])
  have s2 : ∀ i j k, T i j k → T i k j := fun i j k h => by
    by_cases hjk : j = k
    · subst hjk; exact h
    have e := hg.swap (Ne.symm hjk)
    have h' := (vectorAxial g).neg_mem h
    convert h' using 1
    exact Prod.ext (by simp [mul_assoc, e]) (by simp [e])
  have e1 : ∀ i k, T i i k := fun i k => by
    have h' := (vectorAxial g).smul_mem (eta i) (vec k)
    convert h' using 1
    exact Prod.ext (by simp [hg.sq i]) (by simp [mul_assoc, hg.sq i])
  -- increasing order of the indices
  have srt : ∀ i j k, i ≤ j → j ≤ k → T i j k := fun i j k hij hjk => by
    rcases hij.eq_or_lt with rfl | hij
    · exact e1 _ _
    rcases hjk.eq_or_lt with rfl | hjk
    · exact s1 _ _ _ (s2 _ _ _ (e1 _ _))
    obtain ⟨c, l, hc⟩ := hg.vol_rules.2.2 i j k hij hjk
    have r : g k * g j * g i = -(g i * g j * g k) := by
      rw [hg.swap hjk.ne', neg_mul, mul_assoc (g j), hg.swap (hij.trans hjk).ne', mul_neg,
        ← mul_assoc, hg.swap hij.ne']
      simp
    have h' := (vectorAxial g).smul_mem c (ax l)
    convert h' using 1
    exact Prod.ext (by simp [hc]) (by simp [r, hc])
  have all : ∀ i j k, T i j k := fun i j k => by
    rcases le_total i j with h1 | h1 <;> rcases le_total j k with h2 | h2
    · exact srt _ _ _ h1 h2
    · rcases le_total i k with h3 | h3
      · exact s2 _ _ _ (srt _ _ _ h3 h2)
      · exact s2 _ _ _ (s1 _ _ _ (srt _ _ _ h3 h1))
    · rcases le_total i k with h3 | h3
      · exact s1 _ _ _ (srt _ _ _ h1 h3)
      · exact s1 _ _ _ (s2 _ _ _ (srt _ _ _ h2 h3))
    · exact s1 _ _ _ (s2 _ _ _ (s1 _ _ _ (srt _ _ _ h2 h1)))
  -- linearity in each of the three vectors
  have lin : ∀ (X Y Z W : Matrix n n ℂ) (v : Fin 4 → ℂ),
      (∀ k, (X * (g k * Y), Z * (g k * W)) ∈ vectorAxial g) →
      (X * (slash g v * Y), Z * (slash g v * W)) ∈ vectorAxial g := fun X Y Z W v h => by
    have e : (X * (slash g v * Y), Z * (slash g v * W)) =
        ∑ k, v k • (X * (g k * Y), Z * (g k * W)) :=
      Prod.ext (by simp [slash, Finset.mul_sum, Finset.sum_mul, Prod.fst_sum])
        (by simp [slash, Finset.mul_sum, Finset.sum_mul, Prod.snd_sum])
    rw [e]
    exact Submodule.sum_mem _ fun k _ => Submodule.smul_mem _ _ (h k)
  have h1 : ∀ i j, (g i * (g j * slash g a), slash g a * (g j * g i)) ∈ vectorAxial g :=
    fun i j => by
      simpa only [mul_assoc, one_mul, mul_one] using lin (g i * g j) 1 1 (g j * g i) a
        (fun k => by simpa only [T, mul_assoc, one_mul, mul_one] using all i j k)
  have h2 := fun i => lin (g i) (slash g a) (slash g a) (g i) q (h1 i)
  simpa only [mul_assoc, one_mul, mul_one] using
    lin 1 (slash g q * slash g a) (slash g a * slash g q) 1 p
      (fun i => by simpa only [mul_assoc, one_mul, mul_one] using h2 i)
```

## (e) Any odd number of slashed vectors

For \(S\) a product of an odd number of slashed vectors and \(R\) its reversal, find \(a,b\) with
\[S=\not a+\omega\not b,\qquad R=\not a-\omega\not b.\]

One vector has \(b=0\). Now let \(S,R\) have this form and add two factors. Since \(\omega\) commutes with a pair of slashed vectors,
\[\not p\not q S=\not p\not q\not a+\omega\not p\not q\not b,\qquad R\not q\not p=\not a\not q\not p-\omega\not b\not q\not p.\]
The first terms have the required form by (d). Writing \(\not p\not q\not b=\not c+\omega\not d\), the second terms are \(-\not d+\omega\not c\) and \(-\not d-\omega\not c\), again of that form (`tw`). In Lean the vectors form a list `l`, and \(R\) uses `l.reverse`.

```lean
/-- A product of an odd number of slashed vectors is a vector part plus an axial part, and
reversing the product changes the sign of the axial part only. -/
theorem odd_product {g : Fin 4 → Matrix n n ℂ} (hg : IsClifford g) :
    ∀ l : List (Fin 4 → ℂ), Odd l.length →
      ((l.map (slash g)).prod, (l.reverse.map (slash g)).prod) ∈ vectorAxial g
  | [], h => by simp at h
  | [a], _ => ⟨a, 0, by simp [slash], by simp [slash]⟩
  | p :: q :: l, h => by
    have hl : Odd l.length := by
      simp only [List.length_cons] at h
      obtain ⟨r, hr⟩ := h
      exact ⟨r - 1, by omega⟩
    obtain ⟨a, b, hS, hR⟩ := odd_product hg l hl
    dsimp only at hS hR
    obtain ⟨hv, hv2, -⟩ := hg.vol_rules
    have ev : ∀ c, slash g c * vol g = -(vol g * slash g c) := fun c => by
      simp [slash, Finset.sum_mul, Finset.mul_sum, hv]
    -- multiplication by the volume element exchanges vector and axial parts
    have tw : ∀ X Y, (X, Y) ∈ vectorAxial g → (vol g * X, -(vol g * Y)) ∈ vectorAxial g := by
      rintro X Y ⟨c, d, h1, h2⟩
      dsimp only at h1 h2
      have hd : slash g (-d) = -slash g d := by simp [slash]
      refine ⟨-d, c, ?_, ?_⟩
      · change vol g * X = _
        rw [h1, hd, mul_add, ← mul_assoc, hv2, neg_one_mul, add_comm]
      · change -(vol g * Y) = _
        rw [h2, hd, mul_sub, ← mul_assoc, hv2, neg_one_mul]
        abel
    have key := (vectorAxial g).add_mem (slash_triple hg p q a) (tw _ _ (slash_triple hg p q b))
    convert key using 1
    refine Prod.ext ?_ ?_
    · change ((p :: q :: l).map (slash g)).prod = slash g p * (slash g q * slash g a) +
        vol g * (slash g p * (slash g q * slash g b))
      rw [List.map_cons, List.map_cons, List.prod_cons, List.prod_cons, hS]
      linear_combination (norm := noncomm_ring)
        slash g p * ev q * slash g b - ev p * (slash g q * slash g b)
    · change ((p :: q :: l).reverse.map (slash g)).prod = slash g a * slash g q * slash g p +
        -(vol g * (slash g b * slash g q * slash g p))
      rw [List.reverse_cons, List.reverse_cons, List.map_append, List.map_append,
        List.prod_append, List.prod_append, hR]
      simp only [List.map_cons, List.map_nil, List.prod_singleton]
      noncomm_ring
```

## (f) The trace with an axial part

Show that \(\mathrm{Tr}(\gamma^m\omega\gamma^k)=0\).

Choose \(l\ne m,k\). Then \(\gamma^l\) anticommutes with all three factors, hence with their product \(X\), and
\[\eta_l\mathrm{Tr}X=\mathrm{Tr}(\gamma^l\gamma^lX)=-\mathrm{Tr}(\gamma^lX\gamma^l)=-\eta_l\mathrm{Tr}X.\]
This is `van`.

```lean
/-- The trace of a gamma matrix times an axial gamma matrix vanishes. -/
theorem trace_axial {g : Fin 4 → Matrix n n ℂ} (hg : IsClifford g) (m k : Fin 4) :
    trace (g m * (vol g * g k)) = 0 := by
  -- a third gamma matrix anticommutes with the whole product
  obtain ⟨l, hm, hk⟩ := (by decide : ∀ m k : Fin 4, ∃ l, l ≠ m ∧ l ≠ k) m k
  have van : ∀ X, g l * X = -(X * g l) → trace X = 0 := fun X h1 => by
    have h2 : trace (g l * (g l * X)) = eta l * trace X := by
      rw [← mul_assoc, hg.sq]; simp
    have h3 : trace (g l * (g l * X)) = -(eta l * trace X) := by
      rw [h1, mul_neg, trace_neg, trace_mul_comm, mul_assoc, hg.sq]; simp
    have h4 : eta l * trace X = 0 := by linear_combination (h3 - h2) / 2
    have h5 : eta l ≠ 0 := by unfold eta; split_ifs <;> norm_num
    exact (mul_eq_zero.mp h4).resolve_left h5
  apply van
  have e1 := hg.swap hm
  have e2 := hg.vol_rules.1 l
  have e3 := hg.swap hk
  linear_combination (norm := noncomm_ring)
    e1 * (vol g * g k) - g m * e2 * g k + g m * vol g * e3
```

## (g) The identity for matrices of size N

With \(S,R\) as in (e), show that
\[\sum_m\mathrm{Tr}(\gamma_mS)\,\gamma^m=\tfrac N2(S+R).\]

The trace of the Clifford relation gives \(\mathrm{Tr}(\gamma^m\gamma^k)=N\eta_m\delta_{mk}\) (`tg`). By (e) and (f), \(\mathrm{Tr}(\gamma_mS)=\eta_m^2Na_m=Na_m\). The sum is therefore \(N\not a\) (`hsum`), while \(S+R=2\not a\).

Without any condition on the number of factors the identity is false: the empty product \(S=R=1\) gives zero on the left, because each gamma is traceless, and \(N\,1\) on the right.

```lean
/-- Chisholm's trace identity for gamma matrices of any size N: for a product S of an odd number
of slashed vectors with reversed product R, the sum of Tr(g_m S) g^m is N/2 times S + R. -/
theorem chisholm_trace_general {g : Fin 4 → Matrix n n ℂ} (hg : IsClifford g)
    (l : List (Fin 4 → ℂ)) (hl : Odd l.length) :
    ∑ m, trace ((eta m • g m) * (l.map (slash g)).prod) • g m =
      ((Fintype.card n : ℂ) / 2) •
        ((l.map (slash g)).prod + (l.reverse.map (slash g)).prod) := by
  obtain ⟨a, b, hS, hR⟩ := odd_product hg l hl
  dsimp only at hS hR
  have tg : ∀ m k, trace (g m * g k) = if m = k then eta m * (Fintype.card n : ℂ) else 0 := by
    intro m k
    have h := congrArg trace (hg m k)
    rw [trace_add, trace_mul_comm (g k), trace_smul, trace_one, smul_eq_mul] at h
    split_ifs at h ⊢ <;> linear_combination h / 2
  -- the trace reads off the components of the vector part
  have ht : ∀ m, trace (g m * (slash g a + vol g * slash g b)) =
      a m * (eta m * (Fintype.card n : ℂ)) := fun m => by
    simp [slash, mul_add, Finset.mul_sum, trace_sum, trace_smul, tg, trace_axial hg]
  have hs : ∀ m, eta m * eta m = 1 := fun m => by unfold eta; split_ifs <;> norm_num
  have hsum : ∑ m, trace ((eta m • g m) * (slash g a + vol g * slash g b)) • g m =
      (Fintype.card n : ℂ) • slash g a := by
    rw [slash, Finset.smul_sum]
    refine Finset.sum_congr rfl fun m _ => ?_
    rw [← slash, smul_mul_assoc, trace_smul, ht, smul_smul, smul_eq_mul]
    congr 1
    linear_combination (a m * (Fintype.card n : ℂ)) * hs m
  rw [hS, hR, hsum]
  module
```

## (h) Four-by-four matrices

For \(N=4\), show that \(\sum_m\mathrm{Tr}(\gamma_mS)\gamma^m=2(S+R)\).

Put \(N=4\) in (g). Chisholm's name is also given to the contraction \(\gamma_mS\gamma^m\) within one string, which is a separate question.

```lean
/-- Chisholm's trace identity for 4x4 gamma matrices: for a product S of an odd number of slashed
vectors with reversed product R, the sum of Tr(g_m S) g^m is 2(S + R). -/
theorem chisholm_trace {g : Fin 4 → Matrix n n ℂ} (hg : IsClifford g)
    (hn : Fintype.card n = 4) (l : List (Fin 4 → ℂ)) (hl : Odd l.length) :
    ∑ m, trace ((eta m • g m) * (l.map (slash g)).prod) • g m =
      (2 : ℂ) • ((l.map (slash g)).prod + (l.reverse.map (slash g)).prod) := by
  rw [chisholm_trace_general hg l hl, hn]
  norm_num
```

## (i) Merging two traces

For \(N=4\) and any matrix \(X\), show that
\[\sum_m\mathrm{Tr}(\gamma_mS)\,\mathrm{Tr}(\gamma^mX)=2\,\mathrm{Tr}(SX)+2\,\mathrm{Tr}(RX).\]

Multiply (h) by \(X\) on the right and take the trace. In electron–muon scattering this joins the two fermion traces, in four dimensions and not in dimensional regularisation, once the mass terms have been multiplied out. In the factor that multiplies \(\gamma_m\), terms with an even number of gammas must be dropped first, since their trace with \(\gamma_m\) vanishes; the rule then applies to each remaining term. A further \(\gamma^k\) inside \(S\) counts as a slashed basis vector. The spin sums that turn the squared amplitude into traces are taken as already done.

```lean
/-- For 4x4 gamma matrices, two traces joined by a contracted index merge into single traces, if
one of them contains, besides its gamma matrix, an odd number of slashed vectors. -/
theorem merge_traces {g : Fin 4 → Matrix n n ℂ} (hg : IsClifford g)
    (hn : Fintype.card n = 4) (l : List (Fin 4 → ℂ)) (hl : Odd l.length) (X : Matrix n n ℂ) :
    ∑ m, trace ((eta m • g m) * (l.map (slash g)).prod) * trace (g m * X) =
      2 * (trace ((l.map (slash g)).prod * X) + trace ((l.reverse.map (slash g)).prod * X)) := by
  have h := congrArg (fun M => trace (M * X)) (chisholm_trace hg hn l hl)
  simpa only [Finset.sum_mul, trace_sum, smul_mul_assoc, trace_smul, smul_eq_mul, add_mul,
    trace_add] using h
```

## (j) The Weyl matrices

Show that, with \(\sigma^0=1\) and the Pauli matrices \(\sigma^1,\sigma^2,\sigma^3\), the matrices
\[\gamma^m=\begin{pmatrix}0&\sigma^m\\ \eta_m\sigma^m&0\end{pmatrix}\]
are \(4\times4\) and obey the Clifford relation.

```lean
/-- The identity and the three Pauli matrices. -/
def pauli : Fin 4 → Matrix (Fin 2) (Fin 2) ℂ :=
  ![1, !![0, 1; 1, 0], !![0, -Complex.I; Complex.I, 0], !![1, 0; 0, -1]]

/-- The gamma matrices in the Weyl representation. -/
def weylGamma (m : Fin 4) : Matrix (Fin 2 ⊕ Fin 2) (Fin 2 ⊕ Fin 2) ℂ :=
  fromBlocks 0 (pauli m) (eta m • pauli m) 0
```

The anticommutator is block diagonal, with upper block \(\eta_k\sigma^m\sigma^k+\eta_m\sigma^k\sigma^m\) and lower block \(\eta_m\sigma^m\sigma^k+\eta_k\sigma^k\sigma^m\). For \(m=k\) both are \(2\eta_m1\). For \(m\ne k\) both vanish: if one index is 0 the signs are opposite, and otherwise the Pauli matrices anticommute. Lean checks the blocks entry by entry (`h1`, `h2`).

```lean
/-- The Weyl matrices are 4x4 and obey the Clifford relation. -/
theorem weylGamma_witness :
    IsClifford weylGamma ∧ Fintype.card (Fin 2 ⊕ Fin 2) = 4 := by
  refine ⟨fun m k => ?_, by simp⟩
  have h1 : ∀ m k, pauli m * (eta k • pauli k) + pauli k * (eta m • pauli m) =
      (if m = k then 2 * eta m else 0) • (1 : Matrix (Fin 2) (Fin 2) ℂ) := by
    intro m k
    fin_cases m <;> fin_cases k <;> ext i j <;> fin_cases i <;> fin_cases j <;>
      norm_num [pauli, eta, Matrix.mul_apply, Fin.sum_univ_succ]
  have h2 : ∀ m k, (eta m • pauli m) * pauli k + (eta k • pauli k) * pauli m =
      (if m = k then 2 * eta m else 0) • (1 : Matrix (Fin 2) (Fin 2) ℂ) := by
    intro m k
    fin_cases m <;> fin_cases k <;> ext i j <;> fin_cases i <;> fin_cases j <;>
      norm_num [pauli, eta, Matrix.mul_apply, Fin.sum_univ_succ]
  rw [← fromBlocks_one, fromBlocks_smul, ← h1 m k]
  nth_rewrite 2 [h1 m k]
  rw [← h2 m k]
  simp only [weylGamma, fromBlocks_multiply, fromBlocks_add, Matrix.zero_mul, Matrix.mul_zero,
    zero_add, add_zero, smul_zero]

end

end ChisholmTrace
```

```lean
#print axioms ChisholmTrace.chisholm_trace
-- 'ChisholmTrace.chisholm_trace' depends on axioms: [propext, Classical.choice, Quot.sound]
#print axioms ChisholmTrace.merge_traces
-- 'ChisholmTrace.merge_traces' depends on axioms: [propext, Classical.choice, Quot.sound]
```
